# Half-period antiperiodic paths over a cusp barrier have least action below $bV_0$ at every period $b>0$

## A small excursion from the barrier top

A particle of unit mass tunnels through the barrier $V_0-|x|$ at finite temperature. Its thermal paths in imaginary time $t$ are closed, with a period that we take to be 4. The path resting at the top has Euclidean action $4V_0$.

Compare the path $x(t)=c\,t(2-t)/2$ for $0\le t\le2$, followed by its mirror image $-x$, with $c\ge0$. Over the full period the kinetic term costs
$$2\int_0^2\tfrac12c^2(1-t)^2\,dt=\tfrac23c^2,$$
while the potential term gains
$$2\int_0^2\tfrac c2\,t(2-t)\,dt=\tfrac43c.$$
The action changes by $\tfrac23(c^2-2c)$. This is $-\tfrac23$ at $c=1$ and about $-0.127$ at $c=0.1$. The gain is linear in $c$ and the cost quadratic, so even a tiny excursion lowers the action.

## Crossover and its absence

The period is $b=\hbar/(k_BT)$, so low temperature means long period. On a parabolic barrier $V_0-\omega^2x^2/2$, oscillations of period $b$ about the top lower the action only if $b>2\pi/\omega$, which defines a crossover temperature. A cusp has no such threshold.

Where two diabatic energy curves cross with slopes of opposite sign, the lower of the two at each position forms a cusp barrier. The result bears on instanton calculations for such crossings in one dimension, with equal and opposite slopes and no rounding by electronic coupling.

## What is stated

Let the potential be $V_0-F|x|$, with $F>0$ the magnitude of the slope. The action of a path $x$ with velocity $v$ is
$$S=\int_0^b\left(\tfrac12v^2+V_0-F|x|\right)dt.$$

`IsLoop b x v` says that $v$ is the derivative of $x$ at every real time, that $v$ is continuous, and that $x(t+b/2)=-x(t)$. This last condition selects paths that visit both sides of the barrier symmetrically. Some restriction on closed paths is necessary, since a constant path far down the slope has arbitrarily low action.

For $F,b>0$ and any real $V_0$, `cusp_instanton` states that every such path has $S\ge bV_0-F^2b^3/96$, that `instanton` is such a path and attains this value, and that the value is below $bV_0$. Uniqueness of the minimiser is not claimed.

`no_crossover` compares actions, not rates: the instanton scaled by any $0<c<2$ has lower action than the resting path. Passing from these actions to a rate takes a semiclassical evaluation of the path integral, with its fluctuation prefactor.

## The bound from a completed square

Since $x(b/2)=-x(0)$, continuity gives a time $a$ with $x(a)=0$. Put $h=b/4$. For $a\le t\le a+h$ let $u(t)=\int_a^t|v|\,ds$, so that $|x|\le u$, and let $w(t)=F(a+h-t)$. From $(|v|-w)^2\ge0$,
$$\tfrac12v^2-F|x|\ \ge\ w|v|-\tfrac12w^2-Fu.$$
As $u(a)=0$ and $w(a+h)=0$, integration by parts gives $\int w|v|\,dt=F\int u\,dt$. These terms cancel, leaving
$$\int_a^{a+h}\left(\tfrac12v^2+V_0-F|x|\right)dt\ \ge\ hV_0-\tfrac12\int_a^{a+h}w^2\,dt=hV_0-\frac{F^2h^3}{6}.$$
Time reversal gives the same bound for the quarter period before $a$. Differentiating the antiperiodicity shows that $v$ also changes sign after $b/2$, so the integrand has period $b/2$ and $S$ is twice its integral over any half period. Hence
$$S\ge4\left(\frac{bV_0}{4}-\frac{F^2b^3}{384}\right)=bV_0-\frac{F^2b^3}{96}.$$

## The parabolic arcs

On $0\le t\le b/2$ the instanton has $v=F(b/4-t)$ and $x=\tfrac F2t(b/2-t)$; antiperiodicity supplies the other arcs. Scaled by $c\ge0$, it has over this half period the kinetic term $c^2F^2b^3/192$ and the potential gain $cF^2b^3/96$. Doubling,
$$S=bV_0-(2c-c^2)\frac{F^2b^3}{96}.$$
At $c=1$ this equals the bound, and for $0<c<2$ it is below $bV_0$.

## The Lean file

```lean
import Mathlib

open Set intervalIntegral
open scoped Real

namespace CuspInstanton

noncomputable section

/-- The cusp barrier of height `V0` and slope magnitude `F`. -/
def cusp (V0 F x : ℝ) : ℝ := V0 - F * |x|

/-- The Euclidean Lagrangian of a unit mass with path `x` and velocity `v`. -/
def lagrangian (V0 F : ℝ) (x v : ℝ → ℝ) (t : ℝ) : ℝ := v t ^ 2 / 2 + cusp V0 F (x t)

/-- The Euclidean action over one period `b`. -/
def action (V0 F b : ℝ) (x v : ℝ → ℝ) : ℝ := ∫ t in (0 : ℝ)..b, lagrangian V0 F x v t

/-- A path `x` with continuous velocity `v` that changes sign after half a period. -/
structure IsLoop (b : ℝ) (x v : ℝ → ℝ) : Prop where
  deriv : ∀ t, HasDerivAt x (v t) t
  cont : Continuous v
  anti : ∀ t, x (t + b / 2) = -x t

/-- The triangle-wave velocity of the instanton, for a period `b ≠ 0`. -/
def velocity (F b t : ℝ) : ℝ := F * b / (2 * π) * Real.arcsin (Real.cos (2 * π * t / b))

/-- The path that leaves the barrier top at time zero with the triangle-wave velocity,
for a period `b ≠ 0`. -/
def instanton (F b t : ℝ) : ℝ := ∫ s in (0 : ℝ)..t, velocity F b s

/-- Along a path with continuous velocity the Lagrangian is continuous in time. -/
theorem lagrangian_continuous (V0 F : ℝ) {x v : ℝ → ℝ}
    (hd : ∀ t, HasDerivAt x (v t) t) (hv : Continuous v) :
    Continuous (lagrangian V0 F x v) := by
  have hx : Continuous x := continuous_iff_continuousAt.2 fun t => (hd t).continuousAt
  show Continuous fun t => v t ^ 2 / 2 + (V0 - F * |x t|)
  fun_prop

/-- A path with continuous velocity that starts at the barrier top has, after a time
`h ≥ 0` and for `F ≥ 0`, an action of at least `h V0 - F² h³ / 6`. -/
theorem quarter_bound (V0 : ℝ) {F h a : ℝ} {x v : ℝ → ℝ} (hF : 0 ≤ F) (hh : 0 ≤ h)
    (hd : ∀ t, HasDerivAt x (v t) t) (hv : Continuous v) (ha : x a = 0) :
    h * V0 - F ^ 2 * h ^ 3 / 6 ≤ ∫ t in a..a + h, lagrangian V0 F x v t := by
  -- the length `u` travelled since time `a` dominates the displacement
  obtain ⟨u, hu, hua, hxu⟩ : ∃ u : ℝ → ℝ, (∀ t, HasDerivAt u |v t| t) ∧ u a = 0 ∧
      ∀ t, a ≤ t → |x t| ≤ u t := by
    refine ⟨fun t => ∫ s in a..t, |v s|,
      fun t => (hv.abs.integral_hasStrictDerivAt a t).hasDerivAt, by simp, fun t ht => ?_⟩
    have h1 := integral_eq_sub_of_hasDerivAt (fun s _ => hd s) (hv.intervalIntegrable a t)
    rw [ha, sub_zero] at h1
    rw [← h1]
    exact abs_integral_le_integral_abs ht
  have huc : Continuous u := continuous_iff_continuousAt.2 fun t => (hu t).continuousAt
  have hG : ∀ t, HasDerivAt (fun t => V0 * t + F * (a + h - t) * u t
      + F ^ 2 * ((a + h - t) * ((a + h - t) * (a + h - t))) / 6)
      (V0 - F * u t + F * (a + h - t) * |v t| - F ^ 2 * (a + h - t) ^ 2 / 2) t := by
    intro t
    have h1 := (hasDerivAt_id' t).const_sub (a + h)
    exact ((((hasDerivAt_id' t).const_mul V0).fun_add ((h1.const_mul F).fun_mul (hu t))).fun_add
      (((h1.fun_mul (h1.fun_mul h1)).const_mul (F ^ 2)).div_const 6)).congr_deriv (by ring)
  have hc : Continuous (fun t =>
      V0 - F * u t + F * (a + h - t) * |v t| - F ^ 2 * (a + h - t) ^ 2 / 2) := by fun_prop
  have hI := integral_eq_sub_of_hasDerivAt (fun t _ => hG t) (hc.intervalIntegrable a (a + h))
  -- complete the square against the linear velocity `F (a + h - t)`
  have hm := hI.symm.le.trans (integral_mono_on (μ := MeasureTheory.volume)
    (by linarith : a ≤ a + h) (hc.intervalIntegrable a (a + h))
    ((lagrangian_continuous V0 F hd hv).intervalIntegrable a (a + h)) (fun t ht => by
      show _ ≤ v t ^ 2 / 2 + (V0 - F * |x t|)
      have h1 := mul_le_mul_of_nonneg_left (hxu t ht.1) hF
      nlinarith [sq_nonneg (|v t| - F * (a + h - t)), sq_abs (v t)]))
  simp only [hua] at hm
  refine (le_of_eq ?_).trans hm
  ring

/-- The action of a path that changes sign after half a period is twice that of any
half period. -/
theorem action_eq_half (V0 F : ℝ) {b : ℝ} {x v : ℝ → ℝ} (hx : IsLoop b x v) (a : ℝ) :
    action V0 F b x v = 2 * ∫ t in a..a + b / 2, lagrangian V0 F x v t := by
  have hc := lagrangian_continuous V0 F hx.deriv hx.cont
  have hva : ∀ t, v (t + b / 2) = -v t := fun t => by
    have h1 := (hx.deriv (t + b / 2)).comp_add_const t (b / 2)
    rw [show (fun s => x (s + b / 2)) = fun s => -x s from funext hx.anti] at h1
    exact h1.unique (hx.deriv t).fun_neg
  have hper : Function.Periodic (lagrangian V0 F x v) (b / 2) := fun t => by
    simp only [lagrangian, cusp, hva, hx.anti, abs_neg, neg_sq]
  have p1 := hper.intervalIntegral_add_eq 0 a
  have p2 := hper.intervalIntegral_add_eq (b / 2) a
  rw [zero_add] at p1
  rw [add_halves] at p2
  rw [action, ← integral_add_adjacent_intervals (hc.intervalIntegrable 0 (b / 2))
    (hc.intervalIntegrable (b / 2) b), p1, p2]
  ring

/-- The triangle-wave velocity is continuous in time. -/
theorem velocity_continuous (F b : ℝ) : Continuous (velocity F b) := by
  have h : Continuous fun t : ℝ => 2 * π * t / b := by fun_prop
  exact continuous_const.mul (Real.continuous_arcsin.comp (Real.continuous_cos.comp h))

/-- During the first half period, with `b > 0`, the instanton has a linear velocity and
follows a parabolic arc. -/
theorem instanton_arc (F : ℝ) {b t : ℝ} (hb : 0 < b) (ht : t ∈ Icc 0 (b / 2)) :
    velocity F b t = F * (b / 4 - t) ∧ instanton F b t = F / 2 * t * (b / 2 - t) := by
  have hv : ∀ s ∈ Icc 0 (b / 2), velocity F b s = F * (b / 4 - s) := by
    intro s hs
    have hp := Real.pi_pos
    have hs0 := hs.1
    have h0 : 0 ≤ 2 * π * s / b := by positivity
    have h1 : 2 * π * s / b ≤ π := by
      rw [div_le_iff₀ hb]
      nlinarith [mul_le_mul_of_nonneg_left hs.2 hp.le]
    rw [velocity, ← Real.sin_pi_div_two_sub, Real.arcsin_sin (by linarith) (by linarith)]
    field_simp
    ring
  have h : ∀ s ∈ uIcc 0 t,
      HasDerivAt (fun s => F / 2 * (s * (b / 2 - s))) (velocity F b s) s := by
    intro s hs
    rw [uIcc_of_le ht.1] at hs
    rw [hv s ⟨hs.1, hs.2.trans ht.2⟩]
    exact (((hasDerivAt_id' s).fun_mul ((hasDerivAt_id' s).const_sub (b / 2))).const_mul
      (F / 2)).congr_deriv (by ring)
  refine ⟨hv t ht, ?_⟩
  rw [instanton, integral_eq_sub_of_hasDerivAt h
    ((velocity_continuous F b).intervalIntegrable _ _)]
  ring

/-- For `b > 0` the instanton, scaled by any factor `c`, has a continuous velocity and
changes sign after half a period. -/
theorem instanton_isLoop (F c : ℝ) {b : ℝ} (hb : 0 < b) :
    IsLoop b (fun t => c * instanton F b t) (fun t => c * velocity F b t) := by
  have hv := velocity_continuous F b
  refine ⟨fun t => (hv.integral_hasStrictDerivAt 0 t).hasDerivAt.const_mul c,
    continuous_const.mul hv, fun t => ?_⟩
  have h1 : instanton F b (b / 2) = 0 :=
    (instanton_arc F hb ⟨by positivity, le_rfl⟩).2.trans (by ring)
  -- the velocity changes sign after half a period
  have h2 : ∫ s in b / 2..t + b / 2, velocity F b s = -∫ s in (0 : ℝ)..t, velocity F b s := by
    have e := integral_comp_add_right (a := 0) (b := t) (velocity F b) (b / 2)
    rw [zero_add] at e
    rw [← e, ← intervalIntegral.integral_neg]
    refine integral_congr (fun s _ => ?_)
    have hs : 2 * π * (s + b / 2) / b = 2 * π * s / b + π := by field_simp
    simp only [velocity]
    rw [hs, Real.cos_add_pi, Real.arcsin_neg, mul_neg]
  have h3 := integral_add_adjacent_intervals (μ := MeasureTheory.volume)
    (hv.intervalIntegrable 0 (b / 2)) (hv.intervalIntegrable (b / 2) (t + b / 2))
  have h4 : instanton F b (t + b / 2) = -instanton F b t := by
    unfold instanton at h1 ⊢
    linarith
  show c * instanton F b (t + b / 2) = -(c * instanton F b t)
  rw [h4, mul_neg]

/-- The action of the instanton scaled by a factor `c ≥ 0`, for `F ≥ 0` and `b > 0`. -/
theorem action_scaled (V0 : ℝ) {F b c : ℝ} (hF : 0 ≤ F) (hb : 0 < b) (hc : 0 ≤ c) :
    action V0 F b (fun t => c * instanton F b t) (fun t => c * velocity F b t) =
      b * V0 - (2 * c - c ^ 2) * (F ^ 2 * b ^ 3 / 96) := by
  have hL := instanton_isLoop F c hb
  have hP : ∀ t ∈ uIcc 0 (b / 2), HasDerivAt (fun t : ℝ => V0 * t
      - c ^ 2 * F ^ 2 / 6 * ((b / 4 - t) * ((b / 4 - t) * (b / 4 - t)))
      - c * F ^ 2 / 2 * (t * (t * (b / 4 - t / 3))))
      (lagrangian V0 F (fun t => c * instanton F b t) (fun t => c * velocity F b t) t) t := by
    intro t ht
    rw [uIcc_of_le (by positivity)] at ht
    obtain ⟨e1, e2⟩ := instanton_arc F hb ht
    have h0 := ht.1
    have hn : 0 ≤ c * (F / 2 * t * (b / 2 - t)) :=
      mul_nonneg hc (mul_nonneg (by positivity) (sub_nonneg.2 ht.2))
    have i := hasDerivAt_id' t
    have h1 := i.const_sub (b / 4)
    have h2 := (i.div_const 3).const_sub (b / 4)
    refine (((i.const_mul V0).fun_sub ((h1.fun_mul (h1.fun_mul h1)).const_mul _)).fun_sub
      ((i.fun_mul (i.fun_mul h2)).const_mul _)).congr_deriv ?_
    simp only [lagrangian, cusp, e1, e2, abs_of_nonneg hn]
    ring
  rw [action_eq_half V0 F hL 0, zero_add, integral_eq_sub_of_hasDerivAt hP
    ((lagrangian_continuous V0 F hL.deriv hL.cont).intervalIntegrable _ _)]
  ring

/-- For `F, b > 0`, every path with continuous velocity that changes sign after half a
period has action at least `b V0 - F² b³ / 96`. The instanton is such a path and attains
this value, which lies below `b V0`. -/
theorem cusp_instanton (V0 : ℝ) {F b : ℝ} (hF : 0 < F) (hb : 0 < b) :
    (∀ x v, IsLoop b x v → b * V0 - F ^ 2 * b ^ 3 / 96 ≤ action V0 F b x v) ∧
    IsLoop b (instanton F b) (velocity F b) ∧
    action V0 F b (instanton F b) (velocity F b) = b * V0 - F ^ 2 * b ^ 3 / 96 ∧
    b * V0 - F ^ 2 * b ^ 3 / 96 < b * V0 := by
  refine ⟨fun x v hx => ?_, by simpa only [one_mul] using instanton_isLoop F 1 hb, ?_, ?_⟩
  · have hl := lagrangian_continuous V0 F hx.deriv hx.cont
    have hxc : Continuous x := continuous_iff_continuousAt.2 fun t => (hx.deriv t).continuousAt
    have hv := hx.cont
    -- the path crosses the barrier top at some time `a`
    obtain ⟨a, ha⟩ : ∃ a, x a = 0 := by
      have h := hx.anti 0
      rcases le_total (x 0) 0 with h0 | h0
      · exact mem_range_of_exists_le_of_exists_ge hxc ⟨0, h0⟩ ⟨0 + b / 2, by linarith⟩
      · exact mem_range_of_exists_le_of_exists_ge hxc ⟨0 + b / 2, by linarith⟩ ⟨0, h0⟩
    have q1 := quarter_bound V0 (h := b / 4) hF.le (by positivity) hx.deriv hv ha
    -- the quarter period before `a` is treated by time reversal
    have hd' : ∀ t, HasDerivAt (fun t => x (-t)) (-v (-t)) t := fun t =>
      (HasDerivAt.comp t (hx.deriv (-t)) (hasDerivAt_neg t)).congr_deriv (by ring)
    have q2 : b / 4 * V0 - F ^ 2 * (b / 4) ^ 3 / 6 ≤
        ∫ t in -a..-a + b / 4, lagrangian V0 F x v (-t) := by
      simpa only [lagrangian, neg_sq] using quarter_bound V0 (a := -a) (h := b / 4) hF.le
        (by positivity) hd' (by fun_prop) (by simpa only [neg_neg] using ha)
    have e := integral_comp_neg (a := -a) (b := -a + b / 4) (lagrangian V0 F x v)
    rw [show -(-a + b / 4) = a - b / 4 by ring, neg_neg] at e
    rw [e] at q2
    rw [action_eq_half V0 F hx (a - b / 4), show a - b / 4 + b / 2 = a + b / 4 by ring,
      ← integral_add_adjacent_intervals (hl.intervalIntegrable (a - b / 4) a)
        (hl.intervalIntegrable a (a + b / 4))]
    linarith
  · have h := action_scaled V0 hF.le hb zero_le_one
    simp only [one_mul] at h
    exact h.trans (by ring)
  · have : 0 < F ^ 2 * b ^ 3 / 96 := by positivity
    linarith

/-- For all `F, b > 0`, the instanton scaled by any factor `0 < c < 2` has lower action
than the path that rests at the barrier top. -/
theorem no_crossover (V0 : ℝ) {F b c : ℝ} (hF : 0 < F) (hb : 0 < b)
    (hc : 0 < c) (hc2 : c < 2) :
    action V0 F b (fun t => c * instanton F b t) (fun t => c * velocity F b t) <
      action V0 F b (fun _ => 0) (fun _ => 0) := by
  have h0 : action V0 F b (fun _ => 0) (fun _ => 0) = b * V0 := by
    simp [action, lagrangian, cusp]
  rw [h0, action_scaled V0 hF.le hb hc.le]
  have h1 : 0 < 2 * c - c ^ 2 := by nlinarith
  have h2 : 0 < (2 * c - c ^ 2) * (F ^ 2 * b ^ 3 / 96) := by positivity
  linarith

end

end CuspInstanton
```

```lean
#print axioms CuspInstanton.cusp_instanton
#print axioms CuspInstanton.no_crossover
```

```
'CuspInstanton.cusp_instanton' depends on axioms: [propext, Classical.choice, Quot.sound]
'CuspInstanton.no_crossover' depends on axioms: [propext, Classical.choice, Quot.sound]
```

## From the square to the Lean proof

`quarter_bound` constructs $u$ and encodes the integration by parts in an explicit antiderivative, whose derivative is `hG`. The completed square is the `nlinarith` step, and `integral_mono_on` integrates the inequality. `action_eq_half` derives the sign change of $v$ from uniqueness of derivatives and then uses periodicity.

`velocity` writes the triangle wave as an arcsine of a cosine, which makes it continuous at all times; `instanton` is its integral. `instanton_arc` recovers the parabola, and `instanton_isLoop` proves the antiperiodicity by shifting the integral. `action_scaled` evaluates the half-period integral with another explicit antiderivative.

In `cusp_instanton`, the intermediate value theorem supplies $a$, and `quarter_bound` is applied to both $x(t)$ and $x(-t)$. The value attained is `action_scaled` at $c=1$. `no_crossover` follows from the same formula and $2c-c^2>0$.
